# At Zero Temperature, for m Distinct Levels of Which Some Are Filled and Some Empty, the Exact Fermi-Operator Polynomial of Lowest Degree Has Degree m − 1

In a mean-field calculation on a large molecule or solid, the density matrix can be built without diagonalising the Hamiltonian matrix $H$. A Fermi-operator expansion replaces the step function of the occupations by a polynomial $p$ and evaluates $p(H)$ by multiplying and adding matrices, which is cheap when these are sparse. The degree of $p$ affects the number of multiplications, so one may ask how low it can be if $p(H)$ is to equal the zero-temperature density matrix exactly.

Let $H$ be real and symmetric, with orthonormal eigenvectors $\varphi_i$ and eigenvalues $\varepsilon_i$. Let $e_1<\dots<e_m$ be the distinct values among the $\varepsilon_i$, called levels below. With chemical potential $\mu$, set $f(e)=1$ for $e<\mu$ and $f(e)=0$ otherwise. The density matrix is
$$P=\sum_i f(\varepsilon_i)\,\varphi_i\varphi_i^{T}.$$
Suppose that at least one level is filled and at least one is empty. Then every real polynomial with $p(H)=P$ has degree at least $m-1$, and exactly one has degree $m-1$.

## Counting critical points on both sides of the chemical potential

**From matrices to numbers.** Since $H\varphi_j=\varepsilon_j\varphi_j$, repeated application gives $H^k\varphi_j=\varepsilon_j^k\varphi_j$, and summing over the monomials of $p$ gives $p(H)\varphi_j=p(\varepsilon_j)\varphi_j$. By orthonormality,
$$P\varphi_j=\sum_i f(\varepsilon_i)\,\varphi_i\,(\varphi_i\cdot\varphi_j)=f(\varepsilon_j)\varphi_j .$$
If $p(H)=P$, the scalar product of both results with $\varphi_j$ yields $p(\varepsilon_j)=f(\varepsilon_j)$. Conversely, if these numbers agree for all $j$, the two matrices act alike on a basis and are equal. So $p(H)=P$ holds exactly when $p(e)=f(e)$ on every level.

**The lower bound.** Let $k$ levels be filled and $m-k$ empty, both numbers being at least 1. On the filled levels $p$ equals 1, so by Rolle's theorem $p'$ has a zero between each neighbouring pair, which makes $k-1$ zeros, all below $\mu$. On the empty levels $p$ equals 0, which gives $m-k-1$ further zeros, all above $\mu$. Together these are $m-2$ distinct zeros of $p'$. Because $p$ takes both values 1 and 0, it is not constant, and $p'$ is not the zero polynomial. Hence $\deg p-1=\deg p'\ge m-2$, that is, $\deg p\ge m-1$.

**Existence and uniqueness.** The Lagrange polynomial
$$q(x)=\sum_{j:\,e_j<\mu}\ \prod_{l\ne j}\frac{x-e_l}{e_j-e_l}$$
equals $f$ on all levels and has degree at most $m-1$, so by the bound its degree is $m-1$. If $r$ is another such polynomial of degree $m-1$, then $r-q$ has degree at most $m-1$ and vanishes at $m$ points, so $r=q$. For $m=2$ the result is the straight line $q(x)=(e_2-x)/(e_2-e_1)$.

A shorter argument for the lower bound suggests itself and is wrong: $m$ conditions need $m$ coefficients, hence degree $m-1$. Counting coefficients shows that degree $m-1$ suffices, but particular values may be met by a lower degree. For the levels $-2,-1,1,2$ with only the outer two filled, $(x^2-1)/3$ has the right values, although $m-1=3$. The bound uses the fact that the levels are filled from below.

## Hamiltonian, levels and density matrix in Lean

```lean
import Mathlib

open Matrix Polynomial

namespace FermiOperatorExpansion

noncomputable section

variable {n : Type*} [Fintype n] [DecidableEq n] {H : Matrix n n ℝ}
```

The letter `n` denotes the set that labels the basis functions, not their number. It is finite, and the basis is taken to be orthonormal; for a Hamiltonian given in overlapping atomic orbitals, the theorem applies after a transformation to an orthonormal basis.

```lean
/-- Zero-temperature occupation of a level `e`: one below the chemical potential `mu`,
zero otherwise. -/
def occupation (mu e : ℝ) : ℝ := if e < mu then 1 else 0
```

This is $f$. A level exactly at `mu` counts as empty. This convention matters: with the occupation 1/2 there, which is the zero-temperature limit of the Fermi function at fixed $\mu$, the levels $-1,0,1$ with $\mu=0$ would be reproduced by $(1-x)/2$, of degree 1 instead of 2. A filled orbital counts as one electron, without a factor of 2 for spin.

```lean
/-- The `i`-th orbital: a member of an orthonormal basis of eigenvectors of `H`. -/
def orbital (hH : H.IsHermitian) (i : n) : n → ℝ := (hH.eigenvectorBasis i).ofLp
```

For a real matrix, `H.IsHermitian` says that $H$ is symmetric. Mathlib then supplies an orthonormal eigenvector basis, and `orbital hH i` is the coefficient vector $\varphi_i$.

```lean
/-- The set of distinct eigenvalues of `H`. -/
def levels (hH : H.IsHermitian) : Finset ℝ := Finset.univ.image hH.eigenvalues
```

While `hH.eigenvalues` lists an eigenvalue once for each orbital, `levels hH` is a set and drops the repetitions. Its number of elements, `(levels hH).card`, is $m$.

```lean
/-- The density matrix: the sum of the projectors on the orbitals, each weighted with its
occupation. -/
def densityMatrix (hH : H.IsHermitian) (mu : ℝ) : Matrix n n ℝ :=
  Matrix.of fun a b =>
    ∑ i, occupation mu (hH.eigenvalues i) * (orbital hH i a * orbital hH i b)
```

The entry of $P$ in row $a$ and column $b$ is $\sum_i f(\varepsilon_i)\,\varphi_i(a)\,\varphi_i(b)$.

## Reducing the matrix equation to values on the levels

```lean
/-- The orbitals are orthonormal. -/
theorem orbital_orthonormal (hH : H.IsHermitian) (i j : n) :
    orbital hH i ⬝ᵥ orbital hH j = if i = j then 1 else 0 := by
  have h := orthonormal_iff_ite.mp hH.eigenvectorBasis.orthonormal i j
  rw [← h]
  simp [orbital, dotProduct, PiLp.inner_apply, mul_comm]

/-- The density matrix multiplies each orbital by its occupation. -/
theorem densityMatrix_mulVec (hH : H.IsHermitian) (mu : ℝ) (j : n) :
    densityMatrix hH mu *ᵥ orbital hH j
      = occupation mu (hH.eigenvalues j) • orbital hH j := by
  ext a
  calc (densityMatrix hH mu *ᵥ orbital hH j) a
      = ∑ i, occupation mu (hH.eigenvalues i) * orbital hH i a
          * (orbital hH i ⬝ᵥ orbital hH j) := by
        simp only [densityMatrix, Matrix.mulVec, dotProduct, Matrix.of_apply,
          Finset.sum_mul, Finset.mul_sum]
        rw [Finset.sum_comm]
        refine Finset.sum_congr rfl fun i _ => Finset.sum_congr rfl fun b _ => ?_
        ring
    _ = _ := by simp [orbital_orthonormal]
```

Orthonormality is carried over from Mathlib's basis to the plain dot product `⬝ᵥ`. The second lemma is the computation of $P\varphi_j$ above: the two sums are exchanged, and orthonormality leaves only the term $i=j$.

```lean
/-- On an eigenvector of `H` with eigenvalue `e`, the matrix `p(H)` acts as the number `p(e)`. -/
theorem aeval_mulVec (p : ℝ[X]) {v : n → ℝ} {e : ℝ} (hv : H *ᵥ v = e • v) :
    aeval H p *ᵥ v = p.eval e • v := by
  have hpow : ∀ k : ℕ, (H ^ k) *ᵥ v = e ^ k • v := by
    intro k
    induction k with
    | zero => simp
    | succ k ih =>
      rw [pow_succ, ← Matrix.mulVec_mulVec, hv, Matrix.mulVec_smul, ih, smul_smul, pow_succ,
        mul_comm]
  induction p using Polynomial.induction_on' with
  | add p q hp hq => rw [map_add, Matrix.add_mulVec, hp, hq, eval_add, add_smul]
  | monomial k r =>
    rw [aeval_monomial, ← Algebra.smul_def, Matrix.smul_mulVec, hpow, smul_smul, eval_monomial]
```

Here `aeval H p` is $p(H)$. The powers are treated by induction on $k$, and the polynomial is then assembled from its monomials.

```lean
/-- A polynomial in `H` equals the density matrix exactly when the polynomial reproduces the
occupation of every level. -/
theorem aeval_eq_densityMatrix_iff (hH : H.IsHermitian) (mu : ℝ) (p : ℝ[X]) :
    aeval H p = densityMatrix hH mu ↔ ∀ e ∈ levels hH, p.eval e = occupation mu e := by
  have hp : ∀ i, aeval H p *ᵥ orbital hH i = p.eval (hH.eigenvalues i) • orbital hH i :=
    fun i => aeval_mulVec p (hH.mulVec_eigenvectorBasis i)
  constructor
  · intro h e he
    obtain ⟨i, -, rfl⟩ := Finset.mem_image.mp he
    have h1 := hp i
    rw [h, densityMatrix_mulVec] at h1
    have h2 := congrArg (fun v => orbital hH i ⬝ᵥ v) h1
    simp only [dotProduct_smul, orbital_orthonormal, if_true, smul_eq_mul, mul_one] at h2
    exact h2.symm
  · intro h
    -- the matrix of orbitals is orthogonal, so agreement on orbitals is enough
    let U : Matrix n n ℝ := Matrix.of fun a i => orbital hH i a
    have hU : Uᵀ * U = 1 := by
      ext i j
      rw [Matrix.one_apply]
      exact orbital_orthonormal hH i j
    have hU' : U * Uᵀ = 1 := mul_eq_one_comm.mp hU
    have hAB : aeval H p * U = densityMatrix hH mu * U := by
      ext a i
      have h1 : aeval H p *ᵥ orbital hH i = densityMatrix hH mu *ᵥ orbital hH i := by
        rw [hp, densityMatrix_mulVec,
          h _ (Finset.mem_image_of_mem _ (Finset.mem_univ i))]
      exact congrFun h1 a
    calc aeval H p = aeval H p * U * Uᵀ := by rw [mul_assoc, hU', mul_one]
      _ = densityMatrix hH mu := by rw [hAB, mul_assoc, hU', mul_one]
```

The forward direction takes the scalar product with an orbital. For the converse, the orbitals form the columns of a matrix $U$ with $U^TU=1$. For a square matrix this implies $UU^T=1$, so from $p(H)U=PU$ one may remove $U$ by multiplying with $U^T$ on the right.

## Rolle's theorem and the degree bound

```lean
/-- If a polynomial takes one and the same value at all `k` energies of a finite set, then it has at
least `k - 1` critical points strictly between the lowest and the highest of them. -/
theorem critical_points (p : ℝ[X]) (c : ℝ) (S : Finset ℝ) (h : ∀ x ∈ S, p.eval x = c) :
    ∃ T : Finset ℝ, S.card ≤ T.card + 1 ∧ ∀ t ∈ T, p.derivative.eval t = 0 ∧
      (∃ x ∈ S, x < t) ∧ ∃ y ∈ S, t < y := by
  induction S using Finset.induction_on_max with
  | empty => exact ⟨∅, by simp, by simp⟩
  | insert a s ha ih =>
    obtain ⟨T, hc, hT⟩ := ih fun x hx => h x (Finset.mem_insert_of_mem hx)
    rcases s.eq_empty_or_nonempty with rfl | hs
    · exact ⟨∅, by simp, by simp⟩
    · have hb := s.max'_mem hs
      -- Rolle's theorem between the two highest energies
      obtain ⟨t, ht, ht0⟩ := exists_hasDerivAt_eq_zero (f := fun x => p.eval x)
        (f' := fun x => p.derivative.eval x) (ha _ hb) p.continuous.continuousOn
        ((h _ (Finset.mem_insert_of_mem hb)).trans (h a (Finset.mem_insert_self a s)).symm)
        (fun x _ => p.hasDerivAt x)
      have htT : t ∉ T := by
        intro hmem
        obtain ⟨-, -, y, hy, hty⟩ := hT t hmem
        have := s.le_max' y hy
        linarith [ht.1]
      refine ⟨insert t T, ?_, ?_⟩
      · rw [Finset.card_insert_of_notMem htT,
          Finset.card_insert_of_notMem fun h' => lt_irrefl a (ha a h')]
        omega
      · intro u hu
        rcases Finset.mem_insert.mp hu with rfl | hu
        · exact ⟨ht0, ⟨_, Finset.mem_insert_of_mem hb, ht.1⟩,
            ⟨a, Finset.mem_insert_self a s, ht.2⟩⟩
        · obtain ⟨h0, ⟨x, hx, hxu⟩, y, hy, huy⟩ := hT u hu
          exact ⟨h0, ⟨x, Finset.mem_insert_of_mem hx, hxu⟩,
            ⟨y, Finset.mem_insert_of_mem hy, huy⟩⟩
```

The set `T` collects the critical points, and the inequality `S.card ≤ T.card + 1` also holds for an empty `S`. The induction adds energies in increasing order. Rolle's theorem between the highest energy so far and the new one, `a`, gives a point `t`. It is new, because every earlier critical point lies below some energy already present. The lemma records that each critical point has energies of `S` on both sides, which is needed next.

```lean
/-- A polynomial that equals the step function at `mu` on a finite set of energies, some below
`mu` and some not, has at least the degree (number of energies) - 1. -/
theorem card_le_of_step (p : ℝ[X]) (S : Finset ℝ) (mu : ℝ) (hlow : ∃ e ∈ S, e < mu)
    (hhigh : ∃ e ∈ S, mu ≤ e) (hp : ∀ e ∈ S, p.eval e = occupation mu e) :
    S.card ≤ p.natDegree + 1 := by
  obtain ⟨x, hx, hxm⟩ := hlow
  obtain ⟨y, hy, hym⟩ := hhigh
  have hdeg : p.natDegree ≠ 0 := by
    intro h0
    have h1 := hp x hx
    have h2 := hp y hy
    rw [eq_C_of_natDegree_eq_zero h0, eval_C] at h1 h2
    rw [occupation, if_pos hxm] at h1
    rw [occupation, if_neg (not_lt.mpr hym)] at h2
    linarith
  have hd : p.derivative ≠ 0 := fun h => hdeg (Polynomial.derivative_eq_zero.mp h)
  -- critical points among the filled levels and among the empty ones
  obtain ⟨T₁, hc₁, hT₁⟩ := critical_points p 1 (S.filter fun e => e < mu) (by
    intro e he
    obtain ⟨he, hem⟩ := Finset.mem_filter.mp he
    rw [hp e he, occupation, if_pos hem])
  obtain ⟨T₂, hc₂, hT₂⟩ := critical_points p 0 (S.filter fun e => mu ≤ e) (by
    intro e he
    obtain ⟨he, hem⟩ := Finset.mem_filter.mp he
    rw [hp e he, occupation, if_neg (not_lt.mpr hem)])
  have hdis : Disjoint T₁ T₂ := by
    rw [Finset.disjoint_left]
    intro t h1 h2
    obtain ⟨-, -, u, hu, htu⟩ := hT₁ t h1
    obtain ⟨-, ⟨w, hw, hwt⟩, -⟩ := hT₂ t h2
    linarith [(Finset.mem_filter.mp hu).2, (Finset.mem_filter.mp hw).2]
  have hroots : (T₁ ∪ T₂).card ≤ p.derivative.natDegree := by
    apply card_le_degree_of_subset_roots
    intro t ht
    refine (mem_roots hd).mpr ?_
    rcases Finset.mem_union.mp (Finset.mem_val.mp ht) with h | h
    · exact (hT₁ t h).1
    · exact (hT₂ t h).1
  rw [Finset.card_union_of_disjoint hdis] at hroots
  have hS : S ⊆ (S.filter fun e => e < mu) ∪ (S.filter fun e => mu ≤ e) := by
    intro e he
    rcases lt_or_ge e mu with h | h
    · exact Finset.mem_union_left _ (Finset.mem_filter.mpr ⟨he, h⟩)
    · exact Finset.mem_union_right _ (Finset.mem_filter.mpr ⟨he, h⟩)
  have hcard := (Finset.card_le_card hS).trans (Finset.card_union_le _ _)
  have hlt := natDegree_derivative_lt hdeg
  omega
```

The lemma is applied once to the filled energies with value 1 and once to the empty ones with value 0. A point in both `T₁` and `T₂` would lie below a filled energy and above an empty one, which is impossible; this is `hdis`. The union therefore counts distinct roots of $p'$, and `hroots` bounds their number by the degree of $p'$. The closing `omega` combines the inequalities into $m\le\deg p+1$.

## The unique polynomial of degree m − 1

```lean
/-- Let a real symmetric `H` have `m` distinct eigenvalues, some below `mu` and some not.
Every real polynomial `p` with `p(H)` equal to the density matrix has degree at least `m - 1`,
and exactly one such polynomial has degree `m - 1`. -/
theorem minimal_fermi_expansion (hH : H.IsHermitian) (mu : ℝ)
    (hlow : ∃ e ∈ levels hH, e < mu) (hhigh : ∃ e ∈ levels hH, mu ≤ e) :
    (∀ p : ℝ[X], aeval H p = densityMatrix hH mu → (levels hH).card ≤ p.natDegree + 1) ∧
    ∃! p : ℝ[X], aeval H p = densityMatrix hH mu ∧ p.natDegree + 1 = (levels hH).card := by
  have hbound : ∀ p : ℝ[X], aeval H p = densityMatrix hH mu →
      (levels hH).card ≤ p.natDegree + 1 := fun p hp =>
    card_le_of_step p _ mu hlow hhigh ((aeval_eq_densityMatrix_iff hH mu p).mp hp)
  refine ⟨hbound, ?_⟩
  -- existence: Lagrange interpolation of the occupations
  let q : ℝ[X] := Lagrange.interpolate (levels hH) id (occupation mu)
  have hinj : Set.InjOn (id : ℝ → ℝ) (levels hH) := Function.injective_id.injOn
  have hq : ∀ e ∈ levels hH, q.eval e = occupation mu e := fun e he =>
    Lagrange.eval_interpolate_at_node (occupation mu) hinj he
  have hqdeg : q.degree < (levels hH).card := Lagrange.degree_interpolate_lt _ hinj
  have hqP := (aeval_eq_densityMatrix_iff hH mu q).mpr hq
  have hq0 : q ≠ 0 := by
    intro h0
    obtain ⟨x, hx, hxm⟩ := hlow
    have h1 := hq x hx
    rw [h0, eval_zero, occupation, if_pos hxm] at h1
    exact zero_ne_one h1
  have hqnat : q.natDegree < (levels hH).card := (natDegree_lt_iff_degree_lt hq0).mpr hqdeg
  refine ⟨q, ⟨hqP, by have := hbound q hqP; omega⟩, ?_⟩
  -- uniqueness: two such polynomials agree at more points than their degree
  rintro r ⟨hr, hrd⟩
  have hrdeg : r.degree < (levels hH).card :=
    degree_le_natDegree.trans_lt (by exact_mod_cast (by omega : r.natDegree < (levels hH).card))
  refine eq_of_degrees_lt_of_eval_finset_eq (levels hH) hrdeg hqdeg fun e he => ?_
  rw [(aeval_eq_densityMatrix_iff hH mu r).mp hr e he, hq e he]
```

The hypotheses `hlow` and `hhigh` say that some level lies below `mu` and some level at or above it; $m\ge2$ follows. If every level were filled, the constant polynomial 1 would do for any $m$. The first part of the conclusion is the bound for all real polynomials, and the second, with `∃!`, says that exactly one polynomial both gives the density matrix and satisfies $\deg p+1=m$. Both are written with $+1$ because subtraction of natural numbers in Lean stops at zero.

In the proof, `hbound` joins the reduction to levels with the degree bound. The polynomial `q` is Mathlib's Lagrange interpolant of the occupations, whose degree is below $m$; with `hbound` it is exactly $m-1$. Uniqueness comes from agreement at $m$ points of two polynomials of degree below $m$.

For a finite, non-interacting or mean-field Hamiltonian with fixed matrix elements and no degeneracy, an exact polynomial expansion of the zero-temperature density matrix thus has at least the degree (number of basis functions) − 1, as soon as filled and empty levels are both present. If a fixed error in each occupation is allowed, and the gap around $\mu$ and the range of the spectrum are fixed too, a degree independent of the number of basis functions is enough. The step from equality to a prescribed tolerance is the one that the theorem leaves open: it gives no error estimate for a polynomial of smaller degree.

## A quadratic that fills only the outer levels

```lean
/-- For the four levels -2, -1, 1, 2, a quadratic polynomial in the Hamiltonian already gives
the projector on the lowest and the highest level together. -/
theorem quadratic_for_outer_levels :
    (1 / 3 : ℝ) • ((Matrix.diagonal ![-2, -1, 1, 2] : Matrix (Fin 4) (Fin 4) ℝ) ^ 2 - 1)
      = Matrix.diagonal ![1, 0, 0, 1] := by
  rw [pow_two, Matrix.diagonal_mul_diagonal]
  ext i j
  fin_cases i <;> fin_cases j <;> norm_num [Matrix.diagonal_apply, Matrix.one_apply]

end

end FermiOperatorExpansion
```

This is the example of the levels $-2,-1,1,2$ as a matrix identity, with `1` inside the bracket standing for the identity matrix. The product of diagonal matrices is taken entry by entry, and the sixteen entries are then compared. No choice of $\mu$ produces these occupations, so the example does not conflict with the bound.

```lean
#print axioms FermiOperatorExpansion.minimal_fermi_expansion
#print axioms FermiOperatorExpansion.quadratic_for_outer_levels
```

```
'FermiOperatorExpansion.minimal_fermi_expansion' depends on axioms: [propext, Classical.choice, Quot.sound]
'FermiOperatorExpansion.quadratic_for_outer_levels' depends on axioms: [propext, Classical.choice, Quot.sound]
```
